# A finite sum of undamped lines at distinct frequencies has positive semidefinite correlation matrices exactly when its intensities are nonnegative

## Signal, correlation matrix and criterion

A signal consists of $N$ undamped lines with real angular frequencies $w_k$ and amplitudes $a_k$, also called line intensities here:

$$f(t)=\sum_k a_k e^{i w_k t}.$$

The question is whether its time samples reveal a negative intensity. For real times $t_0,\dots,t_{n-1}$, let $M_{ij}=f(t_i-t_j)$. As a subscript, $i$ numbers the times; otherwise it is the imaginary unit. Positive semidefinite means that $M$ is Hermitian and $c^\dagger M c\ge 0$ for every complex vector $c$.

If the $w_k$ are distinct, $M$ is positive semidefinite for every finite list of times if and only if all $a_k\ge 0$. For complex amplitudes, $a_k\ge0$ means real and nonnegative.

One matrix is enough if the dwell time $\tau$ gives the lines distinct phase factors $e^{iw_k\tau}$: the $N\times N$ matrix for times $0,\tau,\dots,(N-1)\tau$.

## Overlap matrices in time propagation

For a finite-dimensional, time-independent Hamiltonian with energies $E_k$, the overlaps $\langle\psi(t_i)|\psi(t_j)\rangle$ of propagated states have this form, with $w_k=E_k/\hbar$ and $a_k$ the total weight of $\psi$ at energy $E_k$. These weights are nonnegative, so the matrix of overlaps is positive semidefinite. With more times than distinct energies it is also singular, and so it is not a positive definite metric. In magnetic resonance, the criterion tests the signs of intensities in a finite, undamped line model with real amplitudes. A signal recorded only from $t=0$ onwards then supplies the values at negative times through $f(-t)=\overline{f(t)}$.

## From the quadratic form to a single amplitude

Since $e^{iw_k(t_i-t_j)}=e^{iw_kt_i}\,\overline{e^{iw_kt_j}}$, exchanging the sums gives

$$c^\dagger M c=\sum_k a_k\sum_{i,j}\bar c_i e^{iw_kt_i}\,c_je^{-iw_kt_j}
=\sum_k a_k\Big|\sum_j c_j e^{-iw_kt_j}\Big|^2 .$$

If all $a_k\ge0$, this is nonnegative. Also $f(-t)=\overline{f(t)}$, so $M$ is Hermitian.

For the converse, take $t_j=j\tau$ and put $z_l=e^{-iw_l\tau}$, assumed distinct. The polynomial

$$L_k(z)=\prod_{l\ne k}\frac{z-z_l}{z_k-z_l}=\sum_{j=0}^{N-1}c_jz^j$$

is 1 at $z_k$ and 0 at every other $z_l$. With its coefficients as $c$, only line $k$ survives and $c^\dagger Mc=a_k$. Positivity therefore forces $a_k\ge0$.

A suitable $\tau$ always exists. If $\tau>0$, $|w_k-w_l|\tau<2\pi$ for all pairs, and two phase factors agree, then $(w_k-w_l)\tau=2\pi m$ with an integer $|m|<1$. Hence $m=0$ and $w_k=w_l$. With $W=\sum_k|w_k|$, the choice $\tau=\pi/(W+1)$ works, because $|w_k-w_l|\tau\le 2W\pi/(W+1)<2\pi$.

## Two lines with amplitudes 2 and −1

Take frequencies $0$ and $\pi$ and $\tau=1$. Then $f(0)=1$ and $f(\pm1)=3$, so

$$M=\begin{pmatrix}1&3\\3&1\end{pmatrix}$$

has eigenvalues $4$ and $-2$. The filter for the second line is $c=(\tfrac12,-\tfrac12)$, and $c^\dagger Mc=-1$ is its amplitude. Normalising $c$ gives $-1/\|c\|^2=-2$, the negative eigenvalue.

Move the second line to $2\pi$ and every integer-time sample becomes 1. The negative line is then invisible at these times.

## Lean source

```lean
import Mathlib

open Matrix
open scoped ComplexOrder

namespace FiniteBochner

noncomputable section

variable {ι : Type*} [Fintype ι]

/-- The phase factor `exp(i x)` of a real angle `x`. -/
def phase (x : ℝ) : ℂ := Complex.exp ((x : ℂ) * Complex.I)

/-- The time signal `f(t) = ∑ k, a k * exp(i w k t)` of finitely many lines with
frequencies `w k` and complex amplitudes `a k`. -/
def signal (w : ι → ℝ) (a : ι → ℂ) (t : ℝ) : ℂ := ∑ k, a k * phase (w k * t)

/-- The matrix with entries `f(t i - t j)` for a finite list of times. -/
def corrMatrix (f : ℝ → ℂ) {n : ℕ} (t : Fin n → ℝ) : Matrix (Fin n) (Fin n) ℂ :=
  Matrix.of fun i j => f (t i - t j)

/-- The phase factor of a difference of angles is a product of one phase factor and the
conjugate of the other. -/
theorem phase_sub (x y : ℝ) : phase (x - y) = phase x * star (phase y) := by
  have h : star (phase y) = Complex.exp (-((y : ℂ) * Complex.I)) := by
    change (starRingEnd ℂ) (Complex.exp ((y : ℂ) * Complex.I)) = _
    rw [← Complex.exp_conj, map_mul, Complex.conj_ofReal, Complex.conj_I, mul_neg]
  rw [h, phase, phase, ← Complex.exp_add]
  congr 1
  push_cast
  ring

/-- The quadratic form of the matrix `f(t i - t j)` is the sum over lines of the amplitude
times the squared modulus of the filter response at that line. -/
theorem quadratic_form (w : ι → ℝ) (a : ι → ℂ) {n : ℕ} (t : Fin n → ℝ) (c : Fin n → ℂ) :
    star c ⬝ᵥ (corrMatrix (signal w a) t *ᵥ c) =
      ∑ k, a k * (Complex.normSq (∑ j, c j * star (phase (w k * t j))) : ℂ) := by
  calc star c ⬝ᵥ (corrMatrix (signal w a) t *ᵥ c)
      = ∑ i, ∑ j, ∑ k, star (c i) * (a k * phase (w k * (t i - t j)) * c j) := by
        simp only [dotProduct, Matrix.mulVec, corrMatrix, Matrix.of_apply, signal,
          Finset.mul_sum, Finset.sum_mul, Pi.star_apply]
    _ = ∑ k, ∑ i, ∑ j, star (c i) * (a k * phase (w k * (t i - t j)) * c j) := by
        symm
        refine Finset.sum_comm.trans ?_
        refine Finset.sum_congr rfl fun i _ => ?_
        exact Finset.sum_comm
    _ = _ := by
        refine Finset.sum_congr rfl fun k _ => ?_
        -- expand the squared modulus as a double sum over times
        rw [Complex.normSq_eq_conj_mul_self, map_sum, Finset.sum_mul_sum, Finset.mul_sum]
        refine Finset.sum_congr rfl fun i _ => ?_
        rw [Finset.mul_sum]
        refine Finset.sum_congr rfl fun j _ => ?_
        rw [mul_sub, phase_sub, map_mul]
        simp only [starRingEnd_apply, star_star]
        ring

/-- If all amplitudes are real and nonnegative, the matrix `f(t i - t j)` is positive
semidefinite for every finite list of times. -/
theorem posSemidef_of_nonneg (w : ι → ℝ) {a : ι → ℂ} (ha : ∀ k, 0 ≤ a k) {n : ℕ}
    (t : Fin n → ℝ) : (corrMatrix (signal w a) t).PosSemidef := by
  refine Matrix.PosSemidef.of_dotProduct_mulVec_nonneg ?_ fun c => ?_
  · refine Matrix.IsHermitian.ext fun i j => ?_
    simp only [corrMatrix, Matrix.of_apply, signal, star_sum]
    refine Finset.sum_congr rfl fun k _ => ?_
    have hk : star (a k) = a k :=
      Complex.conj_eq_iff_im.mpr (Complex.nonneg_iff.mp (ha k)).2.symm
    rw [mul_sub, mul_sub, phase_sub, phase_sub, star_mul', star_mul', star_star, hk]
    ring
  · rw [quadratic_form]
    exact Finset.sum_nonneg fun k _ =>
      mul_nonneg (ha k) (Complex.zero_le_real.mpr (Complex.normSq_nonneg _))

/-- For `N` distinct complex numbers `z l` there is a filter with `N` coefficients that
passes a chosen one with weight one and cancels all the others. -/
theorem exists_filter {z : ι → ℂ} (hz : Function.Injective z) (k : ι) :
    ∃ c : Fin (Fintype.card ι) → ℂ, ∑ j, c j * z k ^ (j : ℕ) = 1 ∧
      ∀ l, l ≠ k → ∑ j, c j * z l ^ (j : ℕ) = 0 := by
  classical
  -- the coefficients of the Lagrange basis polynomial
  let p := Lagrange.basis Finset.univ z k
  have hpos : 0 < Fintype.card ι := Fintype.card_pos_iff.mpr ⟨k⟩
  have hdeg : p.natDegree < Fintype.card ι := by
    have h := Polynomial.natDegree_eq_of_degree_eq_some
      (Lagrange.degree_basis (s := Finset.univ) hz.injOn (Finset.mem_univ k))
    rw [Finset.card_univ] at h
    change (Lagrange.basis Finset.univ z k).natDegree < _
    omega
  have hev : ∀ x : ℂ, ∑ j : Fin (Fintype.card ι), p.coeff j * x ^ (j : ℕ) = p.eval x := by
    intro x
    rw [Polynomial.eval_eq_sum_range' hdeg, Finset.sum_range]
  refine ⟨fun j => p.coeff j, ?_, fun l hl => ?_⟩
  · rw [hev]
    exact Lagrange.eval_basis_self hz.injOn (Finset.mem_univ k)
  · rw [hev]
    exact Lagrange.eval_basis_of_ne hl.symm (Finset.mem_univ l)

/-- Criterion for sampled data: if the dwell time `τ` gives the `N` lines distinct phase
factors, the single `N × N` matrix of samples at times `0, τ, ..., (N-1)τ` is positive
semidefinite exactly when all amplitudes are real and nonnegative. -/
theorem sampled_criterion (w : ι → ℝ) (a : ι → ℂ) {τ : ℝ}
    (hτ : Function.Injective fun k => phase (w k * τ)) :
    (corrMatrix (signal w a) fun j : Fin (Fintype.card ι) => (j : ℝ) * τ).PosSemidef ↔
      ∀ k, 0 ≤ a k := by
  refine ⟨fun h k => ?_, fun ha => posSemidef_of_nonneg w ha _⟩
  obtain ⟨c, hc1, hc0⟩ := exists_filter (star_injective.comp hτ) k
  have hpow : ∀ (l : ι) (j : ℕ),
      star (phase (w l * ((j : ℝ) * τ))) = star (phase (w l * τ)) ^ j := by
    intro l j
    rw [← star_pow, phase, phase, ← Complex.exp_nat_mul]
    congr 2
    push_cast
    ring
  have hq := h.dotProduct_mulVec_nonneg c
  rw [quadratic_form] at hq
  simp only [hpow] at hq
  simp only [Function.comp_apply] at hc1 hc0
  -- only the selected line survives in the quadratic form
  rw [Finset.sum_eq_single k (fun l _ hl => by rw [hc0 l hl]; simp)
    (fun hk => absurd (Finset.mem_univ k) hk), hc1] at hq
  simpa using hq

omit [Fintype ι] in
/-- Distinct frequencies have distinct phase factors after a dwell time `τ > 0` if every
frequency difference times `τ` is below `2π` in absolute value. -/
theorem no_aliasing {w : ι → ℝ} (hw : Function.Injective w) {τ : ℝ} (hτ : 0 < τ)
    (hb : ∀ k l, |w k - w l| * τ < 2 * Real.pi) :
    Function.Injective fun k => phase (w k * τ) := by
  intro k l h
  obtain ⟨n, hn⟩ := Complex.exp_eq_exp_iff_exists_int.mp h
  have him : w k * τ = w l * τ + n * (2 * Real.pi) := by
    have h2 : ((w k * τ : ℝ) : ℂ) = ((w l * τ + n * (2 * Real.pi) : ℝ) : ℂ) := by
      apply mul_right_cancel₀ Complex.I_ne_zero
      rw [hn]
      push_cast
      ring
    exact Complex.ofReal_injective h2
  have habs : |w k - w l| * τ = |(n : ℝ)| * (2 * Real.pi) := by
    rw [← abs_of_pos hτ, ← abs_mul,
      show (w k - w l) * τ = n * (2 * Real.pi) by linarith, abs_mul,
      abs_of_pos Real.two_pi_pos]
  have hlt : |(n : ℝ)| < 1 := by
    have := hb k l
    rw [habs] at this
    nlinarith [Real.two_pi_pos]
  have hn0 : n = 0 := Int.abs_lt_one_iff.mp (by exact_mod_cast hlt)
  rw [hn0, Int.cast_zero, zero_mul, add_zero] at him
  exact hw (mul_right_cancel₀ hτ.ne' him)

/-- Finite Bochner criterion: for distinct frequencies, the matrices `f(t i - t j)` are
positive semidefinite for all finite lists of times exactly when every complex amplitude
is real and nonnegative. -/
theorem bochner_criterion {w : ι → ℝ} (hw : Function.Injective w) (a : ι → ℂ) :
    (∀ (n : ℕ) (t : Fin n → ℝ), (corrMatrix (signal w a) t).PosSemidef) ↔
      ∀ k, 0 ≤ a k := by
  refine ⟨fun h => ?_, fun ha n t => posSemidef_of_nonneg w ha t⟩
  -- a dwell time short enough for the whole spectral width
  let W := ∑ k, |w k|
  have hW : 0 ≤ W := Finset.sum_nonneg fun k _ => abs_nonneg _
  have hle : ∀ k, |w k| ≤ W := fun k =>
    Finset.single_le_sum (f := fun k => |w k|) (fun i _ => abs_nonneg _) (Finset.mem_univ k)
  have hτ : 0 < Real.pi / (W + 1) := div_pos Real.pi_pos (by linarith)
  refine (sampled_criterion w a (no_aliasing hw hτ fun k l => ?_)).mp (h _ _)
  have hd : |w k - w l| ≤ 2 * W := by
    linarith [abs_sub (w k) (w l), hle k, hle l]
  rw [← mul_div_assoc, div_lt_iff₀ (by linarith)]
  nlinarith [Real.pi_pos, mul_le_mul_of_nonneg_right hd Real.pi_pos.le]

/-- For distinct frequencies and real amplitudes, the matrices `f(t i - t j)` are positive
semidefinite for all finite lists of times exactly when no amplitude is negative. -/
theorem bochner_criterion_real {w : ι → ℝ} (hw : Function.Injective w) (a : ι → ℝ) :
    (∀ (n : ℕ) (t : Fin n → ℝ),
      (corrMatrix (signal w fun k => (a k : ℂ)) t).PosSemidef) ↔ ∀ k, 0 ≤ a k := by
  rw [bochner_criterion hw]
  exact forall_congr' fun k => Complex.zero_le_real

/-- Aliasing hides a negative line: with frequencies `0` and `2π` and amplitudes `2` and
`-1`, samples at integer times give positive semidefinite matrices of every size. -/
theorem aliased_negative_line (n : ℕ) :
    (corrMatrix (signal ![0, 2 * Real.pi] ![2, -1]) fun j : Fin n => (j : ℝ)).PosSemidef := by
  -- the samples coincide with those of a single line of amplitude one at frequency zero
  have h := posSemidef_of_nonneg (fun _ : Unit => (0 : ℝ)) (a := fun _ => 1)
    (fun _ => zero_le_one) (fun j : Fin n => (j : ℝ))
  convert h using 1
  ext i j
  have h1 : phase (2 * Real.pi * ((i : ℝ) - (j : ℝ))) = 1 := by
    refine Complex.exp_eq_one_iff.mpr ⟨(i : ℤ) - (j : ℤ), ?_⟩
    push_cast
    ring
  have h0 : phase 0 = 1 := by simp [phase]
  simp only [corrMatrix, Matrix.of_apply, signal, Fin.sum_univ_two, Matrix.cons_val_zero,
    Matrix.cons_val_one, Finset.univ_unique, Finset.sum_singleton, zero_mul, h0, h1]
  norm_num

end

end FiniteBochner
```

```lean
#print axioms FiniteBochner.bochner_criterion
#print axioms FiniteBochner.bochner_criterion_real
#print axioms FiniteBochner.aliased_negative_line
```

```
'FiniteBochner.bochner_criterion' depends on axioms: [propext, Classical.choice, Quot.sound]
'FiniteBochner.bochner_criterion_real' depends on axioms: [propext, Classical.choice, Quot.sound]
'FiniteBochner.aliased_negative_line' depends on axioms: [propext, Classical.choice, Quot.sound]
```

## Lean statements and lemmas

The finite type `ι` labels the lines, and `Fintype.card ι` is $N$. `signal w a` is $f$, `corrMatrix f t` is $M$, and `Function.Injective w` says that the frequencies are distinct. `bochner_criterion` treats complex amplitudes and `bochner_criterion_real` real ones.

`phase_sub` factorises the phase, and `quadratic_form` exchanges the sums and expands the squared modulus. `posSemidef_of_nonneg` checks Hermiticity entry by entry, then adds nonnegative terms. `exists_filter` takes its coefficients from Mathlib's Lagrange basis polynomial. `sampled_criterion` applies it to the conjugated phase factors, where `Finset.sum_eq_single` leaves one line. `no_aliasing` is the integer argument, and `bochner_criterion` supplies $\tau$.

`aliased_negative_line` shows that distinct frequencies alone do not suffice for the sampled criterion.

## Damping, noise and rounding

Bochner's theorem obtains a positive measure from a continuous positive-definite function; here the finite line list is given in advance. Applying the criterion to measured data requires the further step of treating a damped, noisy signal as such a sum.

Rounding is a separate matter, and the following estimate is an addition to the checked results. Let all amplitudes be real and the phase factors $e^{iw_l\tau}$ distinct, and let $c$ be the filter for line $k$. A negative $a_k$ then forces the $N\times N$ sampled matrix to have an eigenvalue no larger than $a_k/\|c\|^2$, a weak bound when nearly equal phase factors make $\|c\|$ large. If every negative eigenvalue is smaller in size than the rounding errors, the computed matrix can pass as positive semidefinite.
